# Two M-point twist grids half a step apart have opposite errors for trigonometric polynomials of degree below 2M

## One twist and its antipode

Take a function of an angle $t$ with a constant part and one harmonic in each direction,

$$f(t) = c_0 + c_1 e^{it} + c_{-1} e^{-it},$$

with complex coefficients. Its mean over $[0, 2\pi]$ is $c_0$. A single sample at $t = s$ misses this mean by $c_1 e^{is} + c_{-1} e^{-is}$. Half a turn further on, both exponentials have changed sign, because $e^{\pm i\pi} = -1$, so the sample at $s + \pi$ misses the mean by the opposite amount. Half the sum of the two samples is $c_0$, whatever $s$ was.

With $M$ equally spaced samples in place of one, the same cancellation occurs after a shift of $\pi/M$, which is half the grid spacing.

## Energies as functions of a twist angle

In a periodic simulation cell, the wave function may be required to pick up a phase $e^{it}$ when an electron is carried once across the cell. The angle $t$ is the twist, and averaging over it reduces the finite-size errors that come from the discrete set of allowed momenta. The integral over twists is often replaced by a finite grid.

The result below concerns this replacement for a single twist angle and a quantity with finitely many harmonics. One example is the band energy of a one-band chain with orthonormal orbitals and finite-range hopping, as a function of the Bloch phase: its degree is at most the hopping range. The ground-state energy of the free electron gas at fixed particle number is different. It can have kinks where the set of occupied orbitals changes, and a function with kinks is not a trigonometric polynomial. For such an energy the finite degree is an idealisation.

## The statement for M points

Let $M \ge 1$ and $N < 2M$ be integers, and let

$$f(t) = \sum_{k=-N}^{N} c_k e^{ikt}, \qquad A(s) = \frac1M \sum_{j=0}^{M-1} f\!\left(s + \frac{2\pi j}{M}\right), \qquad \bar f = \frac{1}{2\pi}\int_0^{2\pi} f(t)\,dt.$$

Then for every real offset $s$,

$$A(s + \pi/M) - \bar f = -\bigl(A(s) - \bar f\bigr), \qquad \tfrac12\bigl(A(s) + A(s+\pi/M)\bigr) = \bar f.$$

In Lean, these are `opposite_grid_errors` and `combined_grids_exact`. Their ingredients read as follows.

- `wave k t` is $e^{ikt}$, with an integer `k` and a real twist `t` in radians.
- `trigPoly N c` is $f$. The coefficients form a function `c : ℤ → ℂ`, of which only the values with $|k| \le N$ enter. They may vanish, so `N` is an upper bound on the degree.
- `gridAverage M f s` is $A(s)$, the average of actual function values.
- `twistMean f` is $\bar f$, an actual integral divided by $2\pi$. Its equality with $c_0$ is proved.
- `hM : 0 < M` and `hN : N < 2 * M` are the only hypotheses.

The values of $f$ are complex, which includes real energies. Several simultaneous twist angles and the statistical noise of Monte Carlo samples lie beyond this model.

## Which harmonics a grid sees

For the integral, $k = 0$ gives $\int_0^{2\pi} 1\,dt = 2\pi$, and $k \ne 0$ gives

$$\int_0^{2\pi} e^{ikt}\,dt = \frac{e^{2\pi i k} - 1}{ik} = 0.$$

Hence $\bar f = c_0$.

For the grid, put $q = e^{2\pi i k/M}$. The average of $e^{ikt}$ is

$$\frac1M \sum_{j=0}^{M-1} e^{ik(s + 2\pi j/M)} = e^{iks}\,\frac1M\sum_{j=0}^{M-1} q^j.$$

If $M$ divides $k$, then $q = 1$ and the result is $e^{iks}$. Otherwise $q \ne 1$ but $q^M = e^{2\pi i k} = 1$, so the geometric sum is $(q^M - 1)/(q - 1) = 0$. By linearity,

$$A(s) = \sum_{|k| \le N,\; M \mid k} c_k e^{iks}.$$

This is aliasing: the grid cannot tell a harmonic whose index is a multiple of $M$ from a constant.

## The half-step changes the sign

Write a surviving index as $k = mM$. From $|m| M \le N < 2M$ it follows that $|m| < 2$, so $m$ is $-1$, $0$ or $1$. If $N < M$, only $m = 0$ occurs and each grid is already exact. If $N \ge M$, then

$$A(s) = c_0 + c_M e^{iMs} + c_{-M} e^{-iMs}.$$

Replacing $s$ by $s + \pi/M$ multiplies the last two terms by $e^{\pm i\pi} = -1$ and leaves $c_0$ alone. Both displayed claims follow.

The two grids together form the uniform grid of $2M$ points. A calculation on $M$ twists can therefore be completed with $M$ new ones, and for degree below $2M$ half the difference of the two averages, $\tfrac12(A(s) - A(s + \pi/M))$, is the error of the first grid.

## One grid suffices for even coefficients

Time-reversal symmetry makes the ground-state energy even in the twist, and likewise the band energy of a spinless one-band chain. For a trigonometric polynomial, being even means $c_{-k} = c_k$. Then $A(-s) = A(s)$. The offsets $-\pi/(2M)$ and $\pi/(2M)$ are half a step apart, so their averages have mean $\bar f$; being equal, each of them is $\bar f$. This is `symmetric_grid_exact`, again for degree below $2M$. The symmetry in the name is that of $f$: the reflection $t \mapsto -t$ carries the grid itself into the one half a step away.

## Failure at degree 2M

The condition $N < 2M$ cannot be weakened to $N \le 2M$. For $f(t) = e^{2iMt}$ the half-step multiplies by $e^{2\pi i} = 1$, so both grids return $e^{2iMs}$ while the mean is $0$. The combined error has modulus one at every offset, as `degree_bound_sharp` states.

## More than two grids

The same argument handles $r \ge 1$ grids of $M$ points with offsets $s + 2\pi l/(rM)$, $l = 0, \dots, r-1$. The harmonic $mM$ acquires the phases $e^{2\pi i m l/r}$, which sum to zero unless $r$ divides $m$. The average over all $r$ grids is thus exact for degree below $rM$. The file treats only $r = 2$.

## The Lean file

```lean
import Mathlib

open scoped Real
open Complex (I)

namespace TwistGrids

noncomputable section

/-- The plane wave `exp(i k t)` with integer index `k`, as a function of the twist angle `t`. -/
def wave (k : ℤ) (t : ℝ) : ℂ := Complex.exp ((k : ℂ) * I * (t : ℂ))

/-- The trigonometric polynomial with coefficients `c k` for `|k| ≤ N`. -/
def trigPoly (N : ℕ) (c : ℤ → ℂ) (t : ℝ) : ℂ :=
  ∑ k ∈ Finset.Icc (-(N : ℤ)) (N : ℤ), c k * wave k t

/-- The average of `f` over the `M` equally spaced twists `s + 2πj/M`, for `M ≥ 1`. -/
def gridAverage (M : ℕ) (f : ℝ → ℂ) (s : ℝ) : ℂ :=
  (∑ j ∈ Finset.range M, f (s + 2 * π * j / M)) / M

/-- The mean of an integrable function `f` over all twists in `[0, 2π]`. -/
def twistMean (f : ℝ → ℂ) : ℂ := (∫ t in (0 : ℝ)..(2 * π), f t) / (2 * π)

/-- Shifting the twist multiplies a plane wave by a phase factor. -/
theorem wave_add (k : ℤ) (s t : ℝ) : wave k (s + t) = wave k s * wave k t := by
  simp only [wave, Complex.ofReal_add, mul_add, Complex.exp_add]

/-- A grid of `M ≥ 1` twists keeps a plane wave whose index is a multiple of `M`
and averages every other plane wave to zero. -/
theorem gridAverage_wave {M : ℕ} (hM : 0 < M) (k : ℤ) (s : ℝ) :
    gridAverage M (wave k) s = if (M : ℤ) ∣ k then wave k s else 0 := by
  have hM' : (M : ℂ) ≠ 0 := by exact_mod_cast hM.ne'
  have hc : (M : ℂ) * (M : ℂ)⁻¹ = 1 := mul_inv_cancel₀ hM'
  -- the grid values form a geometric progression
  have hpow : ∀ j : ℕ, wave k (s + 2 * π * j / M) = wave k s * wave k (2 * π / M) ^ j := by
    intro j
    rw [wave_add]
    congr 1
    simp only [wave]
    rw [← Complex.exp_nat_mul]
    congr 1
    push_cast
    ring
  have hsum : gridAverage M (wave k) s
      = wave k s * (∑ j ∈ Finset.range M, wave k (2 * π / M) ^ j) / M := by
    simp only [gridAverage, hpow, Finset.mul_sum]
  split_ifs with h
  · obtain ⟨m, rfl⟩ := h
    have h1 : wave ((M : ℤ) * m) (2 * π / M) = 1 := by
      rw [wave, Complex.exp_eq_one_iff]
      refine ⟨m, ?_⟩
      push_cast
      linear_combination ((m : ℂ) * I * 2 * π) * hc
    rw [hsum, h1]
    simp only [one_pow, Finset.sum_const, Finset.card_range, nsmul_eq_mul, mul_one]
    exact mul_div_cancel_right₀ _ hM'
  · have h1 : wave k (2 * π / M) ≠ 1 := by
      intro h1
      rw [wave, Complex.exp_eq_one_iff] at h1
      obtain ⟨m, hm⟩ := h1
      push_cast at hm
      have hk : (k : ℂ) = M * m := by
        apply mul_right_cancel₀ Complex.two_pi_I_ne_zero
        linear_combination (M : ℂ) * hm - ((k : ℂ) * I * 2 * π) * hc
      exact h ⟨m, by exact_mod_cast hk⟩
    have h2 : wave k (2 * π / M) ^ M = 1 := by
      rw [wave, ← Complex.exp_nat_mul, Complex.exp_eq_one_iff]
      refine ⟨k, ?_⟩
      push_cast
      linear_combination ((k : ℂ) * I * 2 * π) * hc
    rw [hsum, geom_sum_eq h1, h2]
    simp

/-- The mean of a plane wave over all twists is one for index zero and zero otherwise. -/
theorem twistMean_wave (k : ℤ) : twistMean (wave k) = if k = 0 then 1 else 0 := by
  split_ifs with h
  · subst h
    have h0 : ∀ t, wave 0 t = 1 := fun t => by simp [wave]
    have hπ : (2 * π : ℂ) ≠ 0 :=
      mul_ne_zero two_ne_zero (Complex.ofReal_ne_zero.mpr Real.pi_ne_zero)
    simp only [twistMean, h0, intervalIntegral.integral_const, sub_zero, Complex.real_smul,
      mul_one]
    push_cast
    exact div_self hπ
  · have hk : (k : ℂ) * I ≠ 0 := mul_ne_zero (by exact_mod_cast h) Complex.I_ne_zero
    have hp : Complex.exp ((k : ℂ) * I * ((2 * π : ℝ) : ℂ)) = 1 :=
      Complex.exp_eq_one_iff.mpr ⟨k, by push_cast; ring⟩
    simp only [twistMean, wave]
    rw [integral_exp_mul_complex hk, hp]
    simp

/-- The mean of a trigonometric polynomial over all twists is its coefficient `c 0`. -/
theorem twistMean_trigPoly (N : ℕ) (c : ℤ → ℂ) : twistMean (trigPoly N c) = c 0 := by
  have hint : ∫ t in (0 : ℝ)..(2 * π), trigPoly N c t
      = ∑ k ∈ Finset.Icc (-(N : ℤ)) (N : ℤ), c k * ∫ t in (0 : ℝ)..(2 * π), wave k t := by
    simp only [trigPoly]
    rw [intervalIntegral.integral_finsetSum]
    · simp only [intervalIntegral.integral_const_mul]
    · intro k _
      apply Continuous.intervalIntegrable
      unfold wave
      fun_prop
  calc twistMean (trigPoly N c)
      = ∑ k ∈ Finset.Icc (-(N : ℤ)) (N : ℤ), c k * twistMean (wave k) := by
        simp only [twistMean]
        rw [hint, Finset.sum_div]
        exact Finset.sum_congr rfl fun k _ => mul_div_assoc _ _ _
    _ = c 0 := by simp [twistMean_wave]

/-- Aliasing: the average over `M ≥ 1` twists is the sum of those harmonics of the
trigonometric polynomial whose index is a multiple of `M`, evaluated at the offset. -/
theorem gridAverage_trigPoly {M : ℕ} (hM : 0 < M) (N : ℕ) (c : ℤ → ℂ) (s : ℝ) :
    gridAverage M (trigPoly N c) s
      = ∑ k ∈ Finset.Icc (-(N : ℤ)) (N : ℤ), if (M : ℤ) ∣ k then c k * wave k s else 0 := by
  have hlin : gridAverage M (trigPoly N c) s
      = ∑ k ∈ Finset.Icc (-(N : ℤ)) (N : ℤ), c k * gridAverage M (wave k) s := by
    simp only [gridAverage, trigPoly]
    rw [Finset.sum_comm, Finset.sum_div]
    refine Finset.sum_congr rfl fun k _ => ?_
    rw [← Finset.mul_sum, mul_div_assoc]
  rw [hlin]
  refine Finset.sum_congr rfl fun k _ => ?_
  rw [gridAverage_wave hM, mul_ite, mul_zero]

/-- For a trigonometric polynomial of degree below `2M`, with `M ≥ 1`, the `M`-point grids
with offsets `s` and `s + π/M` together give the exact mean over all twists. -/
theorem combined_grids_exact {M N : ℕ} (hM : 0 < M) (hN : N < 2 * M) (c : ℤ → ℂ) (s : ℝ) :
    (gridAverage M (trigPoly N c) s + gridAverage M (trigPoly N c) (s + π / M)) / 2
      = twistMean (trigPoly N c) := by
  have hc : (M : ℂ) * (M : ℂ)⁻¹ = 1 := mul_inv_cancel₀ (by exact_mod_cast hM.ne')
  have hMz : (0 : ℤ) < M := by exact_mod_cast hM
  have hNz : (N : ℤ) < 2 * M := by exact_mod_cast hN
  have key : gridAverage M (trigPoly N c) s + gridAverage M (trigPoly N c) (s + π / M)
      = ∑ k ∈ Finset.Icc (-(N : ℤ)) (N : ℤ), if k = 0 then 2 * c 0 else 0 := by
    rw [gridAverage_trigPoly hM, gridAverage_trigPoly hM, ← Finset.sum_add_distrib]
    refine Finset.sum_congr rfl fun k hk => ?_
    rw [Finset.mem_Icc] at hk
    by_cases h0 : k = 0
    · subst h0
      have hw : ∀ t, wave 0 t = 1 := fun t => by simp [wave]
      rw [if_pos (dvd_zero _), if_pos (dvd_zero _), if_pos rfl, hw, hw]
      ring
    · rw [if_neg h0]
      by_cases hd : (M : ℤ) ∣ k
      · have hd' := hd
        obtain ⟨m, rfl⟩ := hd'
        -- only the harmonics `±M` survive, and the half-step reverses their sign
        have hm0 : m ≠ 0 := by
          rintro rfl
          exact h0 (mul_zero _)
        have hlt : m < 2 := by nlinarith [hk.2]
        have hgt : -2 < m := by nlinarith [hk.1]
        have hm : m = 1 ∨ m = -1 := by omega
        have hflip : wave ((M : ℤ) * m) (π / M) = -1 := by
          have he : wave ((M : ℤ) * m) (π / M) = Complex.exp ((m : ℂ) * (π * I)) := by
            rw [wave]
            congr 1
            push_cast
            linear_combination ((m : ℂ) * I * π) * hc
          rw [he]
          rcases hm with h | h
          · simp [h]
          · simp [h, Complex.exp_neg]
        rw [if_pos hd, if_pos hd, wave_add, hflip]
        ring
      · rw [if_neg hd, if_neg hd, add_zero]
  rw [key, twistMean_trigPoly]
  simp

/-- For a trigonometric polynomial of degree below `2M`, with `M ≥ 1`, shifting the `M`-point
grid by `π/M` exactly reverses its error relative to the mean over all twists. -/
theorem opposite_grid_errors {M N : ℕ} (hM : 0 < M) (hN : N < 2 * M) (c : ℤ → ℂ) (s : ℝ) :
    gridAverage M (trigPoly N c) (s + π / M) - twistMean (trigPoly N c)
      = -(gridAverage M (trigPoly N c) s - twistMean (trigPoly N c)) := by
  linear_combination 2 * combined_grids_exact hM hN c s

/-- If the coefficients are even in `k` and the degree is below `2M`, with `M ≥ 1`, the single
`M`-point grid with offset `π/(2M)` gives the exact mean over all twists. -/
theorem symmetric_grid_exact {M N : ℕ} (hM : 0 < M) (hN : N < 2 * M) (c : ℤ → ℂ)
    (hev : ∀ k, c (-k) = c k) :
    gridAverage M (trigPoly N c) (π / (2 * M)) = twistMean (trigPoly N c) := by
  -- reflection symmetry equates the averages at opposite offsets
  have hsym : gridAverage M (trigPoly N c) (-(π / (2 * M)))
      = gridAverage M (trigPoly N c) (π / (2 * M)) := by
    rw [gridAverage_trigPoly hM, gridAverage_trigPoly hM]
    refine Finset.sum_nbij' (fun k => -k) (fun k => -k) ?_ ?_ ?_ ?_ ?_
    · intro k hk
      simp only [Finset.mem_Icc] at hk ⊢
      omega
    · intro k hk
      simp only [Finset.mem_Icc] at hk ⊢
      omega
    · intro k _
      exact neg_neg k
    · intro k _
      exact neg_neg k
    · intro k _
      have hw : wave (-k) (π / (2 * M)) = wave k (-(π / (2 * M))) := by
        simp only [wave]
        congr 1
        push_cast
        ring
      simp only [dvd_neg, hev, hw]
  have h := combined_grids_exact hM hN c (-(π / (2 * M)))
  have hs : -(π / (2 * M)) + π / M = π / (2 * M) := by ring
  rw [hs, hsym] at h
  linear_combination h

/-- For the plane wave of index `2M`, with `M ≥ 1`, the `M`-point grids with offsets `s` and
`s + π/M`, averaged together, miss the mean over all twists by an error of modulus one, whatever the
offset. -/
theorem degree_bound_sharp {M : ℕ} (hM : 0 < M) (s : ℝ) :
    ‖(gridAverage M (wave (2 * M)) s + gridAverage M (wave (2 * M)) (s + π / M)) / 2
      - twistMean (wave (2 * M))‖ = 1 := by
  have hc : (M : ℂ) * (M : ℂ)⁻¹ = 1 := mul_inv_cancel₀ (by exact_mod_cast hM.ne')
  have hd : (M : ℤ) ∣ 2 * M := dvd_mul_left _ _
  have h0 : (2 * M : ℤ) ≠ 0 := by omega
  have h1 : wave (2 * M) (π / M) = 1 := by
    rw [wave, Complex.exp_eq_one_iff]
    refine ⟨1, ?_⟩
    push_cast
    linear_combination (2 * I * π) * hc
  have hw : ‖wave (2 * M) s‖ = 1 := by
    have he : wave (2 * M) s = Complex.exp (((2 * M * s : ℝ) : ℂ) * I) := by
      rw [wave]
      congr 1
      push_cast
      ring
    rw [he, Complex.norm_exp_ofReal_mul_I]
  rw [gridAverage_wave hM, gridAverage_wave hM, if_pos hd, if_pos hd, twistMean_wave,
    if_neg h0, wave_add, h1, mul_one, sub_zero, add_self_div_two]
  exact hw

end

end TwistGrids
```

```lean
#print axioms TwistGrids.opposite_grid_errors
#print axioms TwistGrids.symmetric_grid_exact
#print axioms TwistGrids.degree_bound_sharp
```

```
'TwistGrids.opposite_grid_errors' depends on axioms: [propext, Classical.choice, Quot.sound]
'TwistGrids.symmetric_grid_exact' depends on axioms: [propext, Classical.choice, Quot.sound]
'TwistGrids.degree_bound_sharp' depends on axioms: [propext, Classical.choice, Quot.sound]
```

## From plane waves to the two grids

`wave_add` is the rule $e^{ik(s+t)} = e^{iks}e^{ikt}$. `gridAverage_wave` uses it in `hpow` to write the grid values as a geometric progression, and `split_ifs` then separates the two cases. When $M$ divides $k$, the ratio is shown to be one. Otherwise, `Complex.exp_eq_one_iff` turns the assumption $q = 1$ into an integer $m$ with $k = Mm$, a contradiction, and `geom_sum_eq` evaluates the sum. The auxiliary equation `hc`, $M \cdot M^{-1} = 1$, lets `linear_combination` clear the denominators in the exponents.

`twistMean_wave` computes the integral of a plane wave, with `integral_exp_mul_complex` supplying the antiderivative for $k \ne 0$. `twistMean_trigPoly` exchanges the integral with the finite sum, which requires each term to be integrable; continuity provides this. `gridAverage_trigPoly` exchanges the sum over grid points with the sum over harmonics and gives the aliasing formula.

In `combined_grids_exact`, the equation `key` compares the sum of the two averages with $2c_0$ harmonic by harmonic. There are three cases:

- For $k = 0$, both grids contribute $c_0$.
- For $k \ne 0$ divisible by $M$, `nlinarith` derives $-2 < m < 2$ from the degree bound, `omega` leaves $m = \pm 1$, and `hflip` shows that the half-step contributes the factor $-1$.
- For all other $k$, both contributions are zero.

`opposite_grid_errors` is a rearrangement of this identity, multiplied by two.

## Reflection and the counter-example in Lean

`symmetric_grid_exact` proves the equality of the averages at $\pm\pi/(2M)$ by reindexing the aliased sum with $k \mapsto -k$, through `Finset.sum_nbij'`. It then applies `combined_grids_exact` at the offset $-\pi/(2M)$.

`degree_bound_sharp` works directly with `wave (2 * M)`. The equation `h1` says that the half-step phase is one, and `hw` that the plane wave has modulus one. After the rewriting, the combined error is the plane wave itself.
